# In a finite Hermitian model, shrinking the cell at fixed reduced potential never lowers the ground-state energy

**Q:** Suppose I compress a crystal and its lowest one-electron level goes down. If the change of cell metric could push that level either way, I could not tell whether the metric or the altered potential was responsible. You say the metric's contribution has a definite sign, provided that no length in the cell grows. But your file contains only matrices. Where is the cell?

**A:** In the inverse metric. Write positions as $r=hs$, where the columns of $h$ are the cell vectors and $s$ is the reduced coordinate. The metric is $G=h^Th$. With $p_i=-\mathrm i\,\partial/\partial s_i$, the kinetic energy in atomic units is
$$-\tfrac12\nabla^2=\tfrac12\sum_{ij}(G^{-1})_{ij}\,p_ip_j .$$
Absorb the prefactor by setting $P_i=p_i/\sqrt2$, and let $V$ be the potential as an operator in $s$. Use a finite plane-wave basis. Each $p_i$ is diagonal there, so the matrix of $p_ip_j$ is the product of the two momentum matrices; in a general finite basis this can fail. Writing $P_i$ and $V$ for the matrices too, the Hamiltonian is
$$H(M)=\sum_{ij}M_{ij}P_iP_j+V,\qquad M=G^{-1}.$$
With $V$ held fixed, the cell enters only through $M$. In the code, `n` labels basis states and `d` labels cell directions; both are finite.

```lean
import Mathlib

open Matrix
open scoped ComplexOrder

namespace InverseMetricEnergy

noncomputable section

variable {n d : Type*} [Fintype n] [Fintype d]
```

**Q:** And what is "the energy"? I want the lowest eigenvalue, not some convenient substitute.

**A:** An energy level is a real number $e$ for which $A\psi=e\psi$ has a nonzero solution. The ground-state energy is defined as the infimum of the levels, and we prove below that it is attained.

```lean
/-- The real energy levels of a matrix: the real numbers `e` with a nonzero solution of
`A ψ = e ψ`. -/
def energyLevels (A : Matrix n n ℂ) : Set ℝ :=
  {e | ∃ ψ : n → ℂ, ψ ≠ 0 ∧ A *ᵥ ψ = (e : ℂ) • ψ}

/-- The ground-state energy: the infimum of the real energy levels. -/
def groundEnergy (A : Matrix n n ℂ) : ℝ := sInf (energyLevels A)
```

The expectation is the real part of $\langle\psi,A\psi\rangle$ for a vector of any length. For the usual normalised value, divide by $\langle\psi,\psi\rangle$.

```lean
/-- The real part of `⟨ψ, A ψ⟩`, for a state `ψ` that need not be normalized. -/
def expectation (A : Matrix n n ℂ) (ψ : n → ℂ) : ℝ := (star ψ ⬝ᵥ A *ᵥ ψ).re

/-- The Hamiltonian in reduced coordinates, `∑ M_ij P_i P_j + V`, with inverse metric `M`,
reduced momenta `P` and reduced potential `V`. -/
def cellHamiltonian (P : d → Matrix n n ℂ) (V : Matrix n n ℂ) (M : Matrix d d ℝ) :
    Matrix n n ℂ :=
  (∑ i, ∑ j, (M i j : ℂ) • (P i * P j)) + V
```

**Q:** If the $P_i$ do not commute, $P_iP_j$ is not Hermitian. Is your Hamiltonian?

**A:** Yes, when the $P_i$ and $V$ are Hermitian and $M$ is symmetric. The adjoint of $M_{ij}P_iP_j$ is $M_{ij}P_jP_i=M_{ji}P_jP_i$, which is also a term of the same sum. The proof takes adjoints term by term and exchanges the two sums with `Finset.sum_comm`. Plane-wave momenta do commute, but the theorems do not need this.

```lean
/-- For Hermitian momenta and potential and a symmetric inverse metric, the Hamiltonian is
Hermitian. -/
theorem cellHamiltonian_isHermitian {P : d → Matrix n n ℂ} {V : Matrix n n ℂ}
    {M : Matrix d d ℝ} (hP : ∀ i, (P i).IsHermitian) (hV : V.IsHermitian) (hM : M.IsSymm) :
    (cellHamiltonian P V M).IsHermitian := by
  have hP' : ∀ i, (P i)ᴴ = P i := fun i => hP i
  unfold Matrix.IsHermitian cellHamiltonian
  rw [conjTranspose_add, hV.eq]
  congr 1
  simp only [conjTranspose_sum, conjTranspose_smul, conjTranspose_mul, hP']
  rw [Finset.sum_comm]
  refine Finset.sum_congr rfl fun i _ => Finset.sum_congr rfl fun j _ => ?_
  rw [hM.apply i j, Complex.star_def, Complex.conj_ofReal]
```

**Q:** Now the physics. Why should a larger inverse metric cost energy?

**A:** Fix a state $\psi$ and let $K=N-M$ be positive semidefinite. Then $H(N)-H(M)=\sum_{ij}K_{ij}P_iP_j$. Since $P_i$ is Hermitian, $\langle\psi,P_iP_j\psi\rangle=\langle P_i\psi,P_j\psi\rangle$. Write the $k$-th component of $P_i\psi$ as $u_i(k)+\mathrm i\,w_i(k)$. Taking real parts gives
$$\operatorname{Re}\sum_{ij}K_{ij}\langle P_i\psi,P_j\psi\rangle=\sum_k\big[u(k)^TKu(k)+w(k)^TKw(k)\big]\ge0 .$$
Each bracket is a sum of two real quadratic forms of $K$, so no state has a lower expectation at $N$ than at $M$.

In the proof, `hsplit` separates the added kinetic term, `key` moves one momentum to the left, `term` takes the real part, and `quad` regroups the sum by component $k$.

```lean
/-- For Hermitian momenta, adding a positive semidefinite matrix to the inverse metric does
not lower the energy expectation in any fixed state. -/
theorem expectation_mono {P : d → Matrix n n ℂ} (hP : ∀ i, (P i).IsHermitian)
    (V : Matrix n n ℂ) {M N : Matrix d d ℝ} (h : (N - M).PosSemidef) (ψ : n → ℂ) :
    expectation (cellHamiltonian P V M) ψ ≤ expectation (cellHamiltonian P V N) ψ := by
  have hsplit : cellHamiltonian P V N =
      (∑ i, ∑ j, ((N - M) i j : ℂ) • (P i * P j)) + cellHamiltonian P V M := by
    simp only [cellHamiltonian, Matrix.sub_apply, Complex.ofReal_sub, sub_smul,
      Finset.sum_sub_distrib]
    abel
  rw [hsplit]
  generalize N - M = K at h ⊢
  generalize cellHamiltonian P V M = W
  let f : Matrix n n ℂ →+ ℝ := AddMonoidHom.mk' (fun A => expectation A ψ)
    (fun A B => by simp [expectation, add_mulVec, dotProduct_add])
  -- hermiticity moves one momentum onto the left state
  have term : ∀ i j, f ((K i j : ℂ) • (P i * P j)) = K i j * ∑ k,
      (((P i *ᵥ ψ) k).re * ((P j *ᵥ ψ) k).re + ((P i *ᵥ ψ) k).im * ((P j *ᵥ ψ) k).im) := by
    intro i j
    have key : star ψ ⬝ᵥ (P i * P j) *ᵥ ψ = star (P i *ᵥ ψ) ⬝ᵥ (P j *ᵥ ψ) := by
      rw [star_mulVec, (hP i).eq, ← mulVec_mulVec,
        Matrix.dotProduct_mulVec (star ψ) (P i) (P j *ᵥ ψ)]
    change (star ψ ⬝ᵥ ((K i j : ℂ) • (P i * P j)) *ᵥ ψ).re = _
    rw [smul_mulVec, dotProduct_smul, smul_eq_mul, Complex.re_ofReal_mul, key]
    congr 1
    simp [dotProduct, Complex.mul_re]
  -- the change is a sum of real quadratic forms of `K`
  have quad : ∀ a : d → n → ℂ,
      ∑ i, ∑ j, K i j * ∑ k, ((a i k).re * (a j k).re + (a i k).im * (a j k).im) =
      ∑ k, ((fun i => (a i k).re) ⬝ᵥ K *ᵥ (fun i => (a i k).re) +
        (fun i => (a i k).im) ⬝ᵥ K *ᵥ (fun i => (a i k).im)) := by
    intro a
    simp only [dotProduct, mulVec, Finset.mul_sum, ← Finset.sum_add_distrib]
    symm
    rw [Finset.sum_comm]
    refine Finset.sum_congr rfl fun i _ => ?_
    rw [Finset.sum_comm]
    exact Finset.sum_congr rfl fun j _ => Finset.sum_congr rfl fun k _ => by ring
  have hq : ∀ x : d → ℝ, 0 ≤ x ⬝ᵥ K *ᵥ x := fun x => by
    have := h.dotProduct_mulVec_nonneg x
    rwa [star_trivial] at this
  have e := (Finset.sum_congr rfl fun i _ => Finset.sum_congr rfl fun j _ => term i j).trans
    (quad fun i => P i *ᵥ ψ)
  change f W ≤ f (_ + W)
  simp only [map_add, map_sum]
  exact le_add_of_nonneg_left
    ((Finset.sum_nonneg fun k _ => add_nonneg (hq _) (hq _)).trans_eq e.symm)
```

**Q:** That compares one state in two Hamiltonians. The ground state changes with the cell.

**A:** So we need the variational principle, and first a true lowest level. The spectral decomposition of a Hermitian matrix supplies eigenvectors, so levels exist once there is at least one basis state.

```lean
variable [DecidableEq n]

/-- Each eigenvalue in the spectral decomposition of a Hermitian matrix is an energy level. -/
theorem eigenvalue_mem {A : Matrix n n ℂ} (hA : A.IsHermitian) (i : n) :
    hA.eigenvalues i ∈ energyLevels A := by
  refine ⟨(hA.eigenvectorBasis i).ofLp, fun h =>
    hA.eigenvectorBasis.orthonormal.ne_zero i (PiLp.ext fun k => congrFun h k), ?_⟩
  rw [hA.mulVec_eigenvectorBasis i]
  funext k
  simp
```

A finite matrix has finitely many eigenvalues, and a finite nonempty set of reals contains its infimum. `IsLeast` records both facts: `groundEnergy A` is a level, and no level lies below it.

```lean
/-- The ground-state energy of a Hermitian matrix on a nonzero space is its lowest energy
level, and it is attained. -/
theorem groundEnergy_isLeast [Nonempty n] {A : Matrix n n ℂ} (hA : A.IsHermitian) :
    IsLeast (energyLevels A) (groundEnergy A) := by
  have hfin : (energyLevels A).Finite := by
    refine ((Module.End.finite_hasEigenvalue (Matrix.toLin' A)).preimage
      Complex.ofReal_injective.injOn).subset ?_
    rintro e ⟨ψ, h0, hψ⟩
    show Module.End.HasEigenvalue (Matrix.toLin' A) (e : ℂ)
    exact Module.End.hasEigenvalue_of_hasEigenvector (x := ψ)
      ⟨Module.End.mem_eigenspace_iff.mpr (by rw [Matrix.toLin'_apply]; exact hψ), h0⟩
  have hne : (energyLevels A).Nonempty := ⟨_, eigenvalue_mem hA (Classical.arbitrary n)⟩
  exact ⟨hne.csInf_mem hfin, fun e he => csInf_le hfin.bddBelow he⟩
```

Call this lowest level $E_0$. Every eigenvalue of $A-E_0\mathbf 1$ becomes a level of $A$ when $E_0$ is added back, so it is nonnegative. The shifted matrix is therefore positive semidefinite, and
$$E_0\langle\psi,\psi\rangle\le\langle\psi,A\psi\rangle .$$
The Lean proof follows this shift: `hpos` is the positivity of the shifted matrix, and `h` is its real part in the state $\psi$.

```lean
/-- Variational principle: for Hermitian `A`, the expectation in any state is at least the
ground-state energy times the squared norm of the state. -/
theorem variational [Nonempty n] {A : Matrix n n ℂ} (hA : A.IsHermitian) (ψ : n → ℂ) :
    groundEnergy A * (star ψ ⬝ᵥ ψ).re ≤ expectation A ψ := by
  have hB : (A - (groundEnergy A : ℂ) • (1 : Matrix n n ℂ)).IsHermitian := by
    rw [Matrix.IsHermitian, conjTranspose_sub, hA.eq, conjTranspose_smul, conjTranspose_one,
      Complex.star_def, Complex.conj_ofReal]
  -- the shifted Hamiltonian has no negative eigenvalue
  have hpos := hB.posSemidef_iff_eigenvalues_nonneg.mpr (fun i => by
    show (0 : ℝ) ≤ hB.eigenvalues i
    obtain ⟨φ, h0, hφ⟩ := eigenvalue_mem hB i
    rw [sub_mulVec, smul_mulVec, one_mulVec] at hφ
    have hmem : hB.eigenvalues i + groundEnergy A ∈ energyLevels A :=
      ⟨φ, h0, by rw [Complex.ofReal_add, add_smul, ← hφ, sub_add_cancel]⟩
    have := (groundEnergy_isLeast hA).2 hmem
    linarith)
  have h := (Complex.le_def.mp (hpos.dotProduct_mulVec_nonneg ψ)).1
  rw [sub_mulVec, smul_mulVec, one_mulVec, dotProduct_sub, dotProduct_smul, smul_eq_mul,
    Complex.sub_re, Complex.re_ofReal_mul, Complex.zero_re] at h
  unfold expectation
  linarith
```

**Q:** And which ground state do you use as the trial state?

**A:** The one belonging to the larger inverse metric. Let $H(N)\varphi=E(N)\varphi$ with $\varphi\ne0$, where $E(M)$ denotes the ground-state energy of $H(M)$. Then
$$E(M)\langle\varphi,\varphi\rangle\le\langle\varphi,H(M)\varphi\rangle\le\langle\varphi,H(N)\varphi\rangle=E(N)\langle\varphi,\varphi\rangle .$$
Dividing by $\langle\varphi,\varphi\rangle>0$ gives $E(M)\le E(N)$. In the code these links are `hv`, `expectation_mono` and `he`, and `hpos` permits the division. Here $M$ and $N$ need only be symmetric, with $N-M$ positive semidefinite.

```lean
/-- For Hermitian momenta and potential, the ground-state energy does not decrease when a
positive semidefinite matrix is added to the symmetric inverse metric. -/
theorem groundEnergy_mono [Nonempty n] {P : d → Matrix n n ℂ} {V : Matrix n n ℂ}
    {M N : Matrix d d ℝ} (hP : ∀ i, (P i).IsHermitian) (hV : V.IsHermitian)
    (hM : M.IsSymm) (hN : N.IsSymm) (h : (N - M).PosSemidef) :
    groundEnergy (cellHamiltonian P V M) ≤ groundEnergy (cellHamiltonian P V N) := by
  -- the ground state at `N` is a trial state at `M`
  obtain ⟨φ, h0, hφ⟩ := (groundEnergy_isLeast (cellHamiltonian_isHermitian hP hV hN)).1
  have hv := variational (cellHamiltonian_isHermitian hP hV hM) φ
  have he : expectation (cellHamiltonian P V N) φ =
      groundEnergy (cellHamiltonian P V N) * (star φ ⬝ᵥ φ).re := by
    rw [expectation, hφ, dotProduct_smul, smul_eq_mul, Complex.re_ofReal_mul]
  have h1 : (1 : Matrix n n ℂ).PosDef := Matrix.PosDef.one
  have hpos := (Complex.lt_def.mp (h1.dotProduct_mulVec_pos h0)).1
  rw [one_mulVec, Complex.zero_re] at hpos
  exact le_of_mul_le_mul_right ((hv.trans (expectation_mono hP V h φ)).trans_eq he) hpos
```

**Q:** I shrink $G$, not $G^{-1}$. What does "shrink" mean for a matrix?

**A:** It means that $G-G'$ is positive semidefinite: no reduced displacement $s$ gets longer, since its squared length is $s^TGs$. It implies that the volume does not grow, and in more than one dimension it is a stronger condition than that. A cell compressed along one axis and stretched along another does not satisfy it.

For positive definite metrics, inversion reverses the order. Take any $x$ and set $y=G^{-1}x$, $z=G'^{-1}x$. Completing the square in the smaller metric gives
$$0\le(z-y)^TG'(z-y)=x^Tz-2x^Ty+y^TG'y .$$
Also $y^TG'y\le y^TGy=x^Ty$. Together these give $x^Tz-x^Ty\ge0$, which is $x^T(G'^{-1}-G^{-1})x\ge0$. In Lean, `h1` is the square, `h2` is the comparison of metrics, and `linarith` adds them.

```lean
/-- Inversion reverses the order of positive definite metrics: if `G - G'` is positive
semidefinite, so is `G'⁻¹ - G⁻¹`. -/
theorem inverse_metric_antitone [DecidableEq d] {G G' : Matrix d d ℝ} (hG : G.PosDef)
    (hG' : G'.PosDef) (h : (G - G').PosSemidef) : (G'⁻¹ - G⁻¹).PosSemidef := by
  refine PosSemidef.of_dotProduct_mulVec_nonneg
    (hG'.isHermitian.inv.sub hG.isHermitian.inv) fun x => ?_
  obtain ⟨y, hy⟩ : ∃ y, y = G⁻¹ *ᵥ x := ⟨_, rfl⟩
  obtain ⟨z, hz⟩ : ∃ z, z = G'⁻¹ *ᵥ x := ⟨_, rfl⟩
  have hGy : G *ᵥ y = x := by
    rw [hy, mulVec_mulVec, mul_nonsing_inv G hG.det_pos.ne'.isUnit, one_mulVec]
  have hGz : G' *ᵥ z = x := by
    rw [hz, mulVec_mulVec, mul_nonsing_inv G' hG'.det_pos.ne'.isUnit, one_mulVec]
  have hT : G'ᵀ = G' :=
    (conjTranspose_eq_transpose_of_trivial G').symm.trans hG'.isHermitian.eq
  have hs : z ⬝ᵥ G' *ᵥ y = x ⬝ᵥ y := by
    rw [Matrix.dotProduct_mulVec, ← mulVec_transpose, hT, hGz]
  -- complete the square in the smaller metric
  have h1 := hG'.posSemidef.dotProduct_mulVec_nonneg (z - y)
  have h2 := h.dotProduct_mulVec_nonneg y
  rw [star_trivial, mulVec_sub, hGz, dotProduct_sub, sub_dotProduct, sub_dotProduct, hs] at h1
  rw [star_trivial, sub_mulVec, hGy, dotProduct_sub] at h2
  rw [star_trivial, sub_mulVec, ← hy, ← hz, dotProduct_sub]
  linarith [dotProduct_comm z x, dotProduct_comm y x]
```

The cell statement then applies the monotonicity theorem with $M=G^{-1}$ and $N=G'^{-1}$.

```lean
/-- Shrinking the cell from metric `G` to `G'`, both positive definite with `G - G'` positive
semidefinite, never lowers the ground-state energy at fixed Hermitian reduced momenta and
reduced potential. -/
theorem groundEnergy_le_of_shrink [Nonempty n] [DecidableEq d] {P : d → Matrix n n ℂ}
    {V : Matrix n n ℂ} {G G' : Matrix d d ℝ} (hP : ∀ i, (P i).IsHermitian)
    (hV : V.IsHermitian) (hG : G.PosDef) (hG' : G'.PosDef) (h : (G - G').PosSemidef) :
    groundEnergy (cellHamiltonian P V G⁻¹) ≤ groundEnergy (cellHamiltonian P V G'⁻¹) :=
  groundEnergy_mono hP hV
    ((conjTranspose_eq_transpose_of_trivial _).symm.trans hG.isHermitian.inv.eq)
    ((conjTranspose_eq_transpose_of_trivial _).symm.trans hG'.isHermitian.inv.eq)
    (inverse_metric_antitone hG hG' h)

end

end InverseMetricEnergy
```

```lean
#print axioms InverseMetricEnergy.groundEnergy_le_of_shrink
```

```
'InverseMetricEnergy.groundEnergy_le_of_shrink' depends on axioms: [propext, Classical.choice, Quot.sound]
```

**Q:** Read me that last theorem as physics, including what you are holding fixed.

**A:** For Hermitian `P i` and `V`, at least one basis state, and positive definite metrics with `G - G'` positive semidefinite, the lowest level in the cell `G'` is at least the lowest level in the cell `G`. The same `P` and `V` appear on both sides: that is the fixed reduced potential, together with a fixed basis in reduced coordinates. `V` may be nonlocal.

For electronic structure, this fixes the sign of the metric's effect on the lowest level of a non-interacting electron in a fixed finite plane-wave basis. It does not describe a self-consistent potential that responds to compression, the ion–ion energy, or the limit of a complete basis.

**Q:** Could you have claimed a strict increase?

**A:** Not in general. Take $V=0$ and a nonzero state annihilated by every $P_i$, such as the constant plane wave at zero Bloch vector. The lowest level is then zero in every cell.

**Q:** Give me numbers.

**A:** Take one direction and two basis states, with
$$P=\begin{pmatrix}0&0\\0&1\end{pmatrix},\quad V=\begin{pmatrix}0&-1\\-1&0\end{pmatrix},\quad H(t)=\begin{pmatrix}0&-1\\-1&t\end{pmatrix}.$$
The levels solve $\lambda^2-t\lambda-1=0$. Shrink the metric from $G=2/3$ to $G'=3/8$, so that $t$ rises from $3/2$ to $8/3$. The levels are $2$ and $-1/2$ before, and $3$ and $-1/3$ after. The ground-state energy rises from $-1/2$ to $-1/3$.

The trial-state argument can be followed too. The normalised ground state in the smaller cell is $\varphi=(3,1)/\sqrt{10}$. Its expectation in the larger cell is $(-6+3/2)/10=-0.45$, and indeed $-1/2\le-0.45\le-1/3$.

**Q:** Where would I meet this in an actual calculation?

**A:** In a plane-wave calculation with norm-conserving pseudopotentials, where the levels are ordinary eigenvalues, when the cell changes while the list of integer vectors $m$ stays fixed. At Bloch vector $q$ in reduced coordinates, $P_i$ is diagonal with entries $2\pi(m_i+q_i)/\sqrt2$. The new cell changes the kinetic diagonal to
$$2\pi^2\,(m+q)^TG'^{-1}(m+q).$$
The potential matrix normally changes as well, from $V$ to $V'$. Writing $E(M,V)$ for the lowest level, split the change in two:
$$\big[E(G'^{-1},V)-E(G^{-1},V)\big]+\big[E(G'^{-1},V')-E(G'^{-1},V)\big].$$
If the cell shrinks in the sense above, the first bracket is nonnegative. So if your level fell on compression, the second bracket is negative: the change of potential brought it down. That change includes any shift in the zero of energy between the two calculations, which for a periodic crystal is a matter of convention. If you instead hold the energy cutoff fixed, the list of $m$ can change, and the two matrices may no longer act on the same space, as the theorem requires.
